# For nonzero hopping and interaction, the symmetric Trotter step puts the singlet ground energy of the Hubbard dimer too low

Imaginary-time projection finds a ground state by applying $e^{-aH}$ many times. When $H=T+V$ and only the separate exponentials are easy to apply, each factor is replaced by the symmetric product $e^{-aT/2}e^{-aV}e^{-aT/2}$. Its largest eigenvalue, written as $e^{-aE}$, gives an energy $E$. Is $E$ an upper bound to the exact ground energy, as a variational energy would be? In the half-filled two-site Hubbard model, restricted to two singlet states, it is not: $E$ lies strictly below the exact value at every step size $a>0$, provided that the hopping $t$ and the interaction $U$ are both nonzero.

## The two-singlet model

Component 0 belongs to the covalent singlet $(|{\uparrow},{\downarrow}\rangle-|{\downarrow},{\uparrow}\rangle)/\sqrt2$, with one electron on each site. Component 1 belongs to the ionic singlet $(|{\uparrow\downarrow},0\rangle+|0,{\uparrow\downarrow}\rangle)/\sqrt2$. In this basis

$$T=\begin{pmatrix}0&-2t\\-2t&0\end{pmatrix},\qquad V=\begin{pmatrix}0&0\\0&U\end{pmatrix}.$$

The calculation starts from these real $2\times2$ matrices, abbreviated `M₂`; their reduction from the full Fock space is assumed.

```lean
import Mathlib

open Matrix

namespace HubbardDimerTrotter

noncomputable section

local notation "M₂" => Matrix (Fin 2) (Fin 2) ℝ
```

The hopping amplitude $t$ and the interaction energy $U$ of two electrons on the same site are real and may have either sign, although the name `repulsion` suggests $U>0$.

```lean
/-- Hopping between the covalent and the ionic singlet of the dimer. -/
def hopping (t : ℝ) : M₂ := !![0, -2 * t; -2 * t, 0]

/-- On-site repulsion, which acts on the ionic singlet only. -/
def repulsion (U : ℝ) : M₂ := !![0, 0; 0, U]
```

The Trotter step uses the true matrix exponential, `NormedSpace.exp`, not a truncated series.

```lean
/-- The symmetric Trotter step of imaginary time `a`. -/
def trotterStep (t U a : ℝ) : M₂ :=
  NormedSpace.exp ((-(a / 2)) • hopping t) * NormedSpace.exp ((-a) • repulsion U) *
    NormedSpace.exp ((-(a / 2)) • hopping t)
```

A real number $\lambda$ is an eigenvalue of $M$ if $Mv=\lambda v$ for some nonzero real vector $v$. All the matrices whose spectra are needed are real and symmetric, so real eigenvalues suffice.

```lean
/-- The real eigenvalues of a two-level matrix. -/
def eigenvalues (M : M₂) : Set ℝ := {l | ∃ v : Fin 2 → ℝ, v ≠ 0 ∧ M *ᵥ v = l • v}
```

With $W=\sqrt{U^2+16t^2}$, the candidate for the exact ground energy is $E_0=(U-W)/2$.

```lean
/-- The closed form of the exact singlet ground energy. -/
def groundEnergy (t U : ℝ) : ℝ := (U - √(U ^ 2 + 16 * t ^ 2)) / 2
```

The Trotter energy is expressed through $C=\cosh(2at)\cosh(aU/2)$:

$$E=\frac U2-\frac1a\log\!\left(C+\sqrt{C^2-1}\right).$$

```lean
/-- The product of hyperbolic cosines that enters the Trotter energy. -/
def coshProduct (t U a : ℝ) : ℝ := Real.cosh (2 * a * t) * Real.cosh (a * U / 2)

/-- The closed form of the ground energy read off from the Trotter step. -/
def trotterEnergy (t U a : ℝ) : ℝ :=
  U / 2 - Real.log (coshProduct t U a + √(coshProduct t U a ^ 2 - 1)) / a
```

At this point both energies are only formulas. Parts (b) and (e) connect them to spectra.

## (a) Eigenvalues from trace and determinant

**Task.** Show that $\lambda$ is an eigenvalue of a real $2\times2$ matrix $M$ exactly when $\lambda^2-(\operatorname{tr}M)\lambda+\det M=0$.

**Solution.** The equation $Mv=\lambda v$ says $(M-\lambda I)v=0$. This has a nonzero solution exactly when $\det(M-\lambda I)=0$, and expanding the determinant gives the stated quadratic.

In the proof, `h` is the determinant criterion, `hd` the expansion, and `hv` the rearrangement of the eigenvalue equation.

```lean
/-- The eigenvalues of a two-level matrix are the real roots of its secular equation. -/
theorem mem_eigenvalues_iff (M : M₂) (l : ℝ) :
    l ∈ eigenvalues M ↔ l ^ 2 - M.trace * l + M.det = 0 := by
  have h : (∃ v : Fin 2 → ℝ, v ≠ 0 ∧ (M - l • (1 : M₂)) *ᵥ v = 0) ↔
      (M - l • (1 : M₂)).det = 0 := Matrix.exists_mulVec_eq_zero_iff
  have hd : (M - l • (1 : M₂)).det = l ^ 2 - M.trace * l + M.det := by
    simp [Matrix.det_fin_two, Matrix.trace_fin_two]
    ring
  have hv : ∀ v : Fin 2 → ℝ, (M - l • (1 : M₂)) *ᵥ v = M *ᵥ v - l • v := by
    intro v
    ext i
    fin_cases i <;> simp [Matrix.mulVec, dotProduct, Fin.sum_univ_two] <;> ring
  rw [← hd, ← h]
  simp only [eigenvalues, Set.mem_ofPred_eq, hv, sub_eq_zero]
```

## (b) The exact ground energy

**Task.** Show that $E_0$ is the lowest eigenvalue of $T+V$.

**Solution.** The trace is $U$ and the determinant is $-4t^2$, so $\lambda^2-U\lambda-4t^2=0$, with roots $(U\pm W)/2$. The lower root is $E_0$.

`IsLeast` says that $E_0$ is an eigenvalue and that no eigenvalue lies below it. For the second half, suppose that an eigenvalue $l$ satisfies $l<E_0$. Then $U-2l-W$ and $U-2l+W$ are both positive, but their product is $(U-2l)^2-W^2=4(l^2-Ul-4t^2)=0$, a contradiction.

```lean
/-- The exact ground energy is the lowest eigenvalue of hopping plus repulsion. -/
theorem groundEnergy_isLeast (t U : ℝ) :
    IsLeast (eigenvalues (hopping t + repulsion U)) (groundEnergy t U) := by
  have hW : √(U ^ 2 + 16 * t ^ 2) ^ 2 = U ^ 2 + 16 * t ^ 2 := Real.sq_sqrt (by positivity)
  have hW0 := Real.sqrt_nonneg (U ^ 2 + 16 * t ^ 2)
  have htr : (hopping t + repulsion U).trace = U := by
    simp [hopping, repulsion, Matrix.trace_fin_two]
  have hdet : (hopping t + repulsion U).det = -4 * t ^ 2 := by
    simp [hopping, repulsion, Matrix.det_fin_two]
    ring
  constructor
  · rw [mem_eigenvalues_iff, htr, hdet, groundEnergy]
    linear_combination hW / 4
  · intro l hl
    rw [mem_eigenvalues_iff, htr, hdet] at hl
    by_contra hlt
    rw [groundEnergy, not_le] at hlt
    have h1 : 0 < U - 2 * l - √(U ^ 2 + 16 * t ^ 2) := by linarith
    have h2 : 0 < U - 2 * l + √(U ^ 2 + 16 * t ^ 2) := by linarith
    nlinarith [mul_pos h1 h2]
```

## (c) The exponential of a diagonal matrix

**Task.** Show that $\exp\operatorname{diag}(x,y)=\operatorname{diag}(e^x,e^y)$.

**Solution.** The $n$th power of the matrix is $\operatorname{diag}(x^n,y^n)$, so the exponential series can be summed entry by entry. The Lean proof puts the matrix in the form `diagonal` and applies Mathlib's `Matrix.exp_diagonal`.

```lean
/-- The exponential of a diagonal two-level matrix is taken entry by entry. -/
theorem exp_diag (x y : ℝ) :
    NormedSpace.exp (!![x, 0; 0, y] : M₂) = !![Real.exp x, 0; 0, Real.exp y] := by
  have e : ∀ u v : ℝ, (!![u, 0; 0, v] : M₂) = diagonal ![u, v] := by
    intro u v
    ext i j
    fin_cases i <;> fin_cases j <;> simp
  rw [e, e, Matrix.exp_diagonal]
  congr 1
  funext i
  rw [Pi.coe_exp, Real.exp_eq_exp_ℝ]
  fin_cases i <;> rfl
```

## (d) Half a step of hopping

**Task.** Compute $e^{-aT/2}$.

**Solution.** The normalised vectors $(1,\pm1)/\sqrt2$ are eigenvectors of $-aT/2$ with eigenvalues $\pm at$. Exponentiating these and returning to the original basis gives

$$e^{-aT/2}=\begin{pmatrix}\cosh at&\sinh at\\\sinh at&\cosh at\end{pmatrix}.$$

The code uses the unnormalised columns $(1,1)$ and $(1,-1)$ in `P` and places the compensating factor $1/2$ in the inverse `Q`. The lemma `Matrix.exp_units_conj` carries the exponential through this change of basis, and part (c) evaluates it.

```lean
/-- Half a step of hopping mixes the two singlets by a hyperbolic rotation. -/
theorem exp_hopping (t a : ℝ) : NormedSpace.exp ((-(a / 2)) • hopping t)
    = !![Real.cosh (a * t), Real.sinh (a * t); Real.sinh (a * t), Real.cosh (a * t)] := by
  -- pass to the symmetric and antisymmetric combinations, where hopping is diagonal
  let P : M₂ := !![1, 1; 1, -1]
  let Q : M₂ := !![1 / 2, 1 / 2; 1 / 2, -1 / 2]
  have h1 : P * Q = 1 := by
    ext i j
    fin_cases i <;> fin_cases j <;> norm_num [P, Q, Matrix.mul_apply, Fin.sum_univ_two]
  have h : NormedSpace.exp (P * !![a * t, 0; 0, -(a * t)] * Q)
      = P * NormedSpace.exp !![a * t, 0; 0, -(a * t)] * Q :=
    Matrix.exp_units_conj (⟨P, Q, h1, mul_eq_one_comm.mp h1⟩ : (M₂)ˣ) _
  have e : P * !![a * t, 0; 0, -(a * t)] * Q = (-(a / 2)) • hopping t := by
    simp only [P, Q, hopping, Matrix.mul_fin_two]
    ext i j
    fin_cases i <;> fin_cases j <;> simp <;> ring
  rw [← e, h, exp_diag]
  simp only [P, Q, Matrix.mul_fin_two, Real.cosh_eq, Real.sinh_eq]
  ext i j
  fin_cases i <;> fin_cases j <;> simp <;> ring
```

## (e) The largest eigenvalue of the Trotter step

**Task.** For $a>0$, show that the largest eigenvalue of the step is $e^{-aE}$.

**Solution.** Put $q=e^{-aU/2}$, so that $e^{-aV}=\operatorname{diag}(1,q^2)$. Multiplying out and using $\cosh^2 at+\sinh^2 at=\cosh 2at$, the trace is

$$(1+q^2)\cosh(2at)=2q\cosh(aU/2)\cosh(2at)=2qC.$$

Each hopping factor has determinant $\cosh^2 at-\sinh^2 at=1$, so the determinant of the step is $q^2$. Part (a) gives $\lambda^2-2qC\lambda+q^2=0$, hence

$$\lambda=q(C\pm S),\qquad S=\sqrt{C^2-1}.$$

Here $C\ge1$, so $S$ is real. The larger root is $q(C+S)=e^{-aU/2+\log(C+S)}=e^{-aE}$.

The steps `htr` and `hdet` are the trace and determinant, and `hE` rewrites the exponent. An eigenvalue above $q(C+S)$ would make both factors of the quadratic positive although their product is zero. This result allows $t$ or $U$ to vanish.

```lean
/-- The largest eigenvalue of the Trotter step is `exp (-a E)`, with `E` the Trotter energy. -/
theorem trotterEnergy_isGreatest (t U : ℝ) {a : ℝ} (ha : 0 < a) :
    IsGreatest (eigenvalues (trotterStep t U a)) (Real.exp (-a * trotterEnergy t U a)) := by
  obtain ⟨q, hq⟩ : ∃ q, q = Real.exp (-(a * U / 2)) := ⟨_, rfl⟩
  obtain ⟨C, hC⟩ : ∃ C, C = coshProduct t U a := ⟨_, rfl⟩
  obtain ⟨S, hSC⟩ : ∃ S, S = √(C ^ 2 - 1) := ⟨_, rfl⟩
  have hq0 : 0 < q := by rw [hq]; exact Real.exp_pos _
  have hC1 : 1 ≤ C := by
    rw [hC]
    exact one_le_mul_of_one_le_of_one_le (Real.one_le_cosh _) (Real.one_le_cosh _)
  have hS0 : 0 ≤ S := by rw [hSC]; exact Real.sqrt_nonneg _
  have hS : S ^ 2 = C ^ 2 - 1 := by rw [hSC]; exact Real.sq_sqrt (by nlinarith)
  have hV : NormedSpace.exp ((-a) • repulsion U) = !![1, 0; 0, q ^ 2] := by
    have e : (-a) • repulsion U = !![0, 0; 0, -(a * U)] := by
      ext i j
      fin_cases i <;> fin_cases j <;> simp [repulsion]
    have h : Real.exp (-(a * U)) = q ^ 2 := by
      rw [hq, sq, ← Real.exp_add]
      congr 1
      ring
    rw [e, exp_diag, Real.exp_zero, h]
  have hqc : 2 * q * Real.cosh (a * U / 2) = 1 + q ^ 2 := by
    have h : q * Real.exp (a * U / 2) = 1 := by
      rw [hq, ← Real.exp_add, neg_add_cancel, Real.exp_zero]
    rw [Real.cosh_eq, ← hq]
    linear_combination h
  -- trace and determinant of the Trotter step
  have htr : (trotterStep t U a).trace = 2 * q * C := by
    have hc2 : Real.cosh (2 * a * t) = Real.cosh (a * t) ^ 2 + Real.sinh (a * t) ^ 2 := by
      rw [mul_assoc, Real.cosh_two_mul]
    rw [trotterStep, exp_hopping, hV, hC, coshProduct, hc2]
    simp only [Matrix.mul_fin_two, Matrix.trace_fin_two_of]
    linear_combination (-(Real.cosh (a * t) ^ 2 + Real.sinh (a * t) ^ 2)) * hqc
  have hdet : (trotterStep t U a).det = q ^ 2 := by
    have h1 : Real.cosh (a * t) * Real.cosh (a * t)
        - Real.sinh (a * t) * Real.sinh (a * t) = 1 := by
      linear_combination Real.cosh_sq (a * t)
    rw [trotterStep, exp_hopping, hV]
    simp only [Matrix.det_mul, Matrix.det_fin_two_of, h1]
    ring
  have hE : -a * trotterEnergy t U a = -(a * U / 2) + Real.log (C + S) := by
    rw [trotterEnergy, ← hC, ← hSC]
    field_simp
    ring
  rw [hE, Real.exp_add, ← hq, Real.exp_log (by linarith)]
  constructor
  · rw [mem_eigenvalues_iff, htr, hdet]
    linear_combination q ^ 2 * hS
  · intro l hl
    rw [mem_eigenvalues_iff, htr, hdet] at hl
    by_contra hlt
    rw [not_le] at hlt
    have hqS := mul_nonneg hq0.le hS0
    have h1 : 0 < l - q * C - q * S := by linarith
    have h2 : 0 < l - q * C + q * S := by linarith
    have h3 : (l - q * C - q * S) * (l - q * C + q * S) = 0 := by
      linear_combination hl - q ^ 2 * hS
    exact (mul_pos h1 h2).ne' h3
```

## (f) A strict inequality for hyperbolic cosines

**Task.** Let $x,y\ne0$ and $r^2=x^2+y^2$. Show that $\cosh r<\cosh x\cosh y$.

**Solution.** The right-hand side equals $\tfrac12[\cosh(x+y)+\cosh(x-y)]$. Compare the power series of the two sides. Since $r^2$ is the mean of $(x+y)^2$ and $(x-y)^2$, convexity of $z\mapsto z^n$ on $z\ge0$ gives

$$r^{2n}\le\tfrac12\left[(x+y)^{2n}+(x-y)^{2n}\right].$$

Every term on the left is therefore at most its partner on the right. For $n=2$ the difference of the two sides is

$$(x^4+6x^2y^2+y^4)-(x^2+y^2)^2=4x^2y^2>0,$$

which makes the inequality between the sums strict.

`hasSum_lt` makes this comparison of series, with `i := 2` selecting the strict term. The inequality for general $n$ comes from `convexOn_pow`.

```lean
/-- For nonzero `x` and `y`, the hyperbolic cosine of the Euclidean length of `(x, y)` is
strictly below the product of the hyperbolic cosines of `x` and `y`. -/
theorem cosh_lt_cosh_mul_cosh {x y r : ℝ} (hx : x ≠ 0) (hy : y ≠ 0)
    (h : r ^ 2 = x ^ 2 + y ^ 2) : Real.cosh r < Real.cosh x * Real.cosh y := by
  have e : Real.cosh x * Real.cosh y = (Real.cosh (x + y) + Real.cosh (x - y)) / 2 := by
    rw [Real.cosh_add, Real.cosh_sub]
    ring
  rw [e]
  -- compare the power series term by term; the fourth-order term is strict
  refine hasSum_lt (i := 2) (fun n => ?_) ?_ (Real.hasSum_cosh r)
    (((Real.hasSum_cosh (x + y)).add (Real.hasSum_cosh (x - y))).div_const 2)
  · have hc := (convexOn_pow (𝕜 := ℝ) n).2 (Set.mem_Ici.2 (sq_nonneg (x + y)))
      (Set.mem_Ici.2 (sq_nonneg (x - y))) (by norm_num : (0 : ℝ) ≤ 1 / 2)
      (by norm_num : (0 : ℝ) ≤ 1 / 2) (by norm_num)
    have e2 : 1 / 2 * (x + y) ^ 2 + 1 / 2 * (x - y) ^ 2 = r ^ 2 := by rw [h]; ring
    simp only [smul_eq_mul] at hc
    rw [e2] at hc
    simp only [← pow_mul] at hc
    calc r ^ (2 * n) / ((2 * n).factorial : ℝ)
        ≤ (1 / 2 * (x + y) ^ (2 * n) + 1 / 2 * (x - y) ^ (2 * n))
          / ((2 * n).factorial : ℝ) := by gcongr
      _ = _ := by ring
  · have h4 : r ^ (2 * 2) = (x ^ 2 + y ^ 2) ^ 2 := by rw [pow_mul, h]
    have hp : 0 < x ^ 2 * y ^ 2 := by positivity
    have hlt : r ^ (2 * 2) < ((x + y) ^ (2 * 2) + (x - y) ^ (2 * 2)) / 2 := by
      rw [h4]
      nlinarith
    calc r ^ (2 * 2) / ((2 * 2).factorial : ℝ)
        < ((x + y) ^ (2 * 2) + (x - y) ^ (2 * 2)) / 2 / ((2 * 2).factorial : ℝ) :=
          div_lt_div_of_pos_right hlt (by positivity)
      _ = _ := by ring
```

## (g) The Trotter energy lies below the exact one

**Task.** For $a>0$ and $t,U\ne0$, show that $E<E_0$.

**Solution.** Take $x=2at$, $y=aU/2$ and $r=aW/2$ in part (f). These satisfy $r^2=x^2+y^2$, so $\cosh r<C$. It follows that $\sinh r=\sqrt{\cosh^2r-1}\le S$, and adding the two inequalities gives $e^r<C+S$. Taking logarithms and dividing by $a$,

$$\frac W2<\frac1a\log(C+S),\qquad\text{hence}\qquad E<\frac{U-W}2=E_0.$$

The theorem joins this inequality to the eigenvalue statement of part (e); part (b) identifies `groundEnergy` as the exact lowest eigenvalue. In the proof, `hC`, `hS`, `hlog` and `hdiv` follow the steps above in order.

```lean
/-- At every step size `a > 0`, with hopping and repulsion both present, the largest eigenvalue
of the Trotter step is `exp (-a E)` with `E` strictly below the exact ground energy. -/
theorem trotter_not_variational {t U a : ℝ} (ha : 0 < a) (ht : t ≠ 0) (hU : U ≠ 0) :
    IsGreatest (eigenvalues (trotterStep t U a)) (Real.exp (-a * trotterEnergy t U a)) ∧
      trotterEnergy t U a < groundEnergy t U := by
  refine ⟨trotterEnergy_isGreatest t U ha, ?_⟩
  have hW : √(U ^ 2 + 16 * t ^ 2) ^ 2 = U ^ 2 + 16 * t ^ 2 := Real.sq_sqrt (by positivity)
  rw [trotterEnergy, groundEnergy]
  set W := √(U ^ 2 + 16 * t ^ 2)
  have hC : Real.cosh (a * W / 2) < coshProduct t U a :=
    cosh_lt_cosh_mul_cosh (by positivity) (by positivity)
      (by linear_combination a ^ 2 / 4 * hW)
  set C := coshProduct t U a
  have hc1 := Real.one_le_cosh (a * W / 2)
  have hS : Real.sinh (a * W / 2) ≤ √(C ^ 2 - 1) :=
    (le_abs_self _).trans (Real.abs_le_sqrt (by nlinarith [Real.cosh_sq (a * W / 2)]))
  have hpos : 0 < C + √(C ^ 2 - 1) := by linarith [Real.sqrt_nonneg (C ^ 2 - 1)]
  have hlog : a * W / 2 < Real.log (C + √(C ^ 2 - 1)) := by
    rw [Real.lt_log_iff_exp_lt hpos, ← Real.cosh_add_sinh]
    linarith
  have hdiv : W / 2 < Real.log (C + √(C ^ 2 - 1)) / a := by
    rw [lt_div_iff₀ ha]
    linarith
  linarith

end

end HubbardDimerTrotter
```

```lean
#print axioms HubbardDimerTrotter.groundEnergy_isLeast
#print axioms HubbardDimerTrotter.trotter_not_variational
```

```
'HubbardDimerTrotter.groundEnergy_isLeast' depends on axioms: [propext, Classical.choice, Quot.sound]
'HubbardDimerTrotter.trotter_not_variational' depends on axioms: [propext, Classical.choice, Quot.sound]
```

## Vanishing couplings and small steps

Both couplings must be nonzero for the strict inequality. With $t=0$ and $U=1$, $C=\cosh(a/2)$ and $\log(C+S)=a/2$, so $E=0=E_0$. With $U=0$ and $t=1$, similarly, $E=-2=E_0$. In each case one of the two matrices is zero and the splitting is exact.

For small $a$ with $t$ and $U$ fixed and nonzero, expanding the closed form by hand gives

$$E_0-E\approx\frac{a^2t^2U^2}{3\sqrt{U^2+16t^2}}.$$

The error is thus of second order in the step. In this two-level model, an energy read from the Trotter eigenvalue approaches the exact one from below as $a\to0$. The variational principle is not violated, because $E$ is computed as $-(\log\lambda)/a$ from the largest eigenvalue $\lambda$ of the step, and not as an expectation value of $T+V$.
